# At fixed couplings, level-shifted environment orbitals leave a pair-energy error of order \(1/\mu\)

Let \(V\) be a finite set of virtual orbitals and \(B\) a disjoint finite set of environment orbitals whose levels are raised by \(\mu\). If the orbitals of \(B\) stay in the sum for the second-order, opposite-spin correlation energy of one occupied pair, this energy differs from that of \(V\) alone by an error \(S(\mu)\) with

\[
\mu\,S(\mu)\;\longrightarrow\;-L,\qquad
L=\sum_{a\in V}\sum_{b\in B}\left(g_{ab}^2+g_{ba}^2\right)+\frac12\sum_{a\in B}\sum_{b\in B}g_{ab}^2
\]

as \(\mu\to\infty\). Here \(g_{ab}\) is the coupling of the orbital pair \((a,b)\), and it does not depend on \(\mu\). If the reference energy \(w\), which is the sum of the two occupied orbital energies, lies below the sum of any two orbital energies in \(V\) (the same orbital may be taken twice), all energy denominators are also positive once \(\mu\) is large enough.

## Environment orbitals in the virtual space

In projection-based embedding, a subsystem is treated in the presence of an environment whose occupied orbitals are already fixed. A level shift \(\mu\) pushes these orbitals up in energy, so that the electrons of the subsystem do not fall into them. After the shift they look like very high virtual orbitals. A correlated calculation that takes all unoccupied orbitals as virtual will then excite electrons into them, although they belong to the environment.

The model looks at one pair of occupied orbitals \(i,j\) in second-order perturbation theory. The reference energy \(w\) stands for \(\varepsilon_i+\varepsilon_j\), and \(g_{ab}\) for the integral \((ia|jb)\). The energy is then the opposite-spin contribution with one spin in \(i\) and the other in \(j\). For \(i\neq j\) in a closed shell, exchanging the two spins gives a second, equal contribution, which is not included here. Both orders of a mixed pair occur in the sum; when \(i\neq j\), \(g_{ab}\) and \(g_{ba}\) are in general different, so their squares are kept separately.

For such a second-order energy with fixed orbitals, the result gives, to leading order in \(1/\mu\), the spurious correlation energy that appears when the environment orbitals are left in the virtual space. Deleting them from that space removes the error at any \(\mu\).

## The statement and its Lean objects

Orbitals are labelled by a type `ι`, and `V` and `B` are finite sets of labels. The unshifted orbital energies are a real function `e`, the couplings a real function `g` of two labels, and `w` is a real number.

- `levelShift B e μ` gives the shifted energies: \(e_a+\mu\) for \(a\in B\), and \(e_a\) otherwise.
- `pairEnergy S g ε w` is \(-\sum_{a,b\in S} g_{ab}^2/(\varepsilon_a+\varepsilon_b-w)\). The sum runs over ordered pairs and includes \(a=b\).
- `spurious V B g e w μ` is \(S(\mu)\), the contribution of all pairs with at least one index in \(B\).
- `leakage V B g` is \(L\).

The main theorem, `level_shift_error`, has two hypotheses. The first, `hVB`, says that \(V\) and \(B\) are disjoint. The second, `hw`, says that \(w<e_a+e_b\) for all \(a,b\in V\); physically, every double excitation from the occupied pair into \(V\) costs energy. Where the comments in the Lean file compare \(w\) with a "pair energy", they mean such a sum of two orbital energies, not the correlation energy `pairEnergy`. The first conclusion is that for all sufficiently large \(\mu\), written `∀ᶠ μ in atTop`, every denominator on \(V\cup B\) is positive. The second is the limit above, stated for the difference of the two pair energies.

The condition on \(w\) serves only the first conclusion, and there it is also necessary: the shift does not move the denominators within \(V\), so one that is zero or negative remains so for every \(\mu\).

The model has no exchange term, a single occupied pair and finitely many orbitals. The shift changes energies only; the orbitals do not relax.

## From the split to the limit

**Splitting the sum.** A pair within \(V\) is not shifted, a mixed pair is shifted once, and a pair within \(B\) twice. The two orders of a mixed pair have the same denominator. The energy on \(V\cup B\) is therefore exactly \(E_V+S(\mu)\), where \(E_V\) is the pair energy of \(V\) alone and

\[
S(\mu)=-\sum_{a\in V}\sum_{b\in B}\frac{g_{ab}^2+g_{ba}^2}{e_a+e_b-w+\mu}
-\sum_{a\in B}\sum_{b\in B}\frac{g_{ab}^2}{e_a+e_b-w+2\mu}.
\]

**One term.** Every term has the form \(c/(d+k\mu)\), with \(k=1\) or \(k=2\). For \(\mu>0\),

\[
\mu\,\frac{c}{d+k\mu}=\frac{c}{d/\mu+k}\;\longrightarrow\;\frac{c}{k}.
\]

**All terms.** The sums are finite, so the limits add up. Mixed pairs give \(g_{ab}^2+g_{ba}^2\), pairs within \(B\) give \(g_{ab}^2/2\), and with the overall minus sign the limit is \(-L\).

**Positive denominators.** Take \(\mu>|w-e_a-e_b|\) for every pair in \(V\cup B\), which is a finite number of conditions. Then \(e_a+e_b+\mu>w\), and \(e_a+e_b+2\mu>w\) as well. The pairs within \(V\) are covered by the condition on \(w\).

**Sign.** Suppose \(g_{ab}\neq0\) for some \(a\in V\) and \(b\in B\). Then \(L>0\), so \(\mu S(\mu)\) is negative for large \(\mu\), and so is \(S(\mu)\). The spurious pairs lower the energy.

**Extrapolation.** Two shifts suffice to cancel the leading error:

\[
\mu\left[2S(2\mu)-S(\mu)\right]=(2\mu)S(2\mu)-\mu S(\mu)\;\longrightarrow\;-L+L=0.
\]

Since \(E_V\) does not depend on \(\mu\), the same combination of total pair energies gives \(E_V\) with an error that vanishes faster than \(1/\mu\).

## Two orbitals in numbers

Take \(V=\{1\}\) and \(B=\{2\}\), with energies in hartree: \(e_1=0.5\), \(e_2=-0.5\), \(w=-1\). Let \(g_{11}=0.2\), \(g_{12}=0.1\), \(g_{21}=0.3\) and \(g_{22}=0.2\). The pair energy of \(V\) alone is \(E_V=-0.04/2=-0.02\). The spurious part and its strength are

\[
S(\mu)=-\frac{0.10}{\mu+1}-\frac{0.04}{2\mu},\qquad L=0.10+0.02=0.12.
\]

At \(\mu=100\) this gives \(S=-0.001190\), hence \(\mu S=-0.1190\), already close to \(-L\). The extrapolated error is

\[
2S(200)-S(100)=-\frac{0.20}{201}+\frac{0.10}{101}=-\frac{0.10}{20301}\approx-4.9\times10^{-6},
\]

smaller than \(S(100)\) by a factor of about 240.

## Couplings that follow the shift

The model could also let the orbitals relax, so that the couplings \(g_{ab}(\mu)\), the orbital energies before the shift is added, and \(w\) all become functions of \(\mu\), assumed here to have finite limits. Each spurious term would then be \(c(\mu)/(d(\mu)+k\mu)\), and the same argument would give the same formula for \(L\), with the limiting couplings in it. The energy of \(V\) would now depend on \(\mu\) too. Measured against its value at infinite shift, the total error would contain this second change, which may itself be of order \(1/\mu\), and \(L\) alone would no longer fix the coefficient.

## The Lean file

```lean
import Mathlib

open Filter Topology

namespace LevelShiftedEmbedding

noncomputable section

variable {ι : Type*} [DecidableEq ι]

/-- Orbital energies after the levels of the environment set `B` are raised by `μ`. -/
def levelShift (B : Finset ι) (e : ι → ℝ) (μ : ℝ) (a : ι) : ℝ :=
  if a ∈ B then e a + μ else e a

/-- Pair correlation energy from the orbitals in `S`, with couplings `g`, orbital energies `ε`
and reference energy `w`. Its domain is `ε a + ε b ≠ w` for all `a`, `b` in `S`. -/
def pairEnergy (S : Finset ι) (g : ι → ι → ℝ) (ε : ι → ℝ) (w : ℝ) : ℝ :=
  -∑ a ∈ S, ∑ b ∈ S, g a b ^ 2 / (ε a + ε b - w)

/-- For disjoint `V` and `B`, the spurious part of the pair energy on `V ∪ B`: the mixed pairs, in
both orders, and the pairs inside `B`. Its domain is that no shifted pair energy with an index in
`B` equals `w`. -/
def spurious (V B : Finset ι) (g : ι → ι → ℝ) (e : ι → ℝ) (w μ : ℝ) : ℝ :=
  -(∑ a ∈ V, ∑ b ∈ B,
      (g a b ^ 2 + g b a ^ 2) / (levelShift B e μ a + levelShift B e μ b - w))
    - ∑ a ∈ B, ∑ b ∈ B, g a b ^ 2 / (levelShift B e μ a + levelShift B e μ b - w)

/-- Leakage strength: the squared couplings of all mixed pairs, in both orders, plus half the
squared couplings of the pairs inside `B`. -/
def leakage (V B : Finset ι) (g : ι → ι → ℝ) : ℝ :=
  (∑ a ∈ V, ∑ b ∈ B, (g a b ^ 2 + g b a ^ 2)) + ∑ a ∈ B, ∑ b ∈ B, g a b ^ 2 / 2

/-- For disjoint `V` and `B`, the level-shifted pair energy is the pair energy of `V` alone
plus the spurious part. -/
theorem pairEnergy_split {V B : Finset ι} (hVB : Disjoint V B)
    (g : ι → ι → ℝ) (e : ι → ℝ) (w μ : ℝ) :
    pairEnergy (V ∪ B) g (levelShift B e μ) w
      = pairEnergy V g e w + spurious V B g e w μ := by
  have hV : ∀ a ∈ V, levelShift B e μ a = e a :=
    fun a ha => if_neg (Finset.disjoint_left.mp hVB ha)
  -- the shift does not touch pairs inside V
  have h0 : ∑ a ∈ V, ∑ b ∈ V, g a b ^ 2 / (levelShift B e μ a + levelShift B e μ b - w)
      = ∑ a ∈ V, ∑ b ∈ V, g a b ^ 2 / (e a + e b - w) :=
    Finset.sum_congr rfl fun a ha => Finset.sum_congr rfl fun b hb => by
      rw [hV a ha, hV b hb]
  -- the two orders of a mixed pair share one denominator
  have h1 : ∑ a ∈ B, ∑ b ∈ V, g a b ^ 2 / (levelShift B e μ a + levelShift B e μ b - w)
      = ∑ a ∈ V, ∑ b ∈ B, g b a ^ 2 / (levelShift B e μ a + levelShift B e μ b - w) := by
    rw [Finset.sum_comm]
    refine Finset.sum_congr rfl fun a _ => Finset.sum_congr rfl fun b _ => ?_
    rw [add_comm (levelShift B e μ b)]
  unfold pairEnergy spurious
  simp only [Finset.sum_union hVB, Finset.sum_add_distrib, add_div]
  rw [h0, h1]
  ring

/-- A single term whose denominator grows as `k * μ`, with `k > 0`, decays as `c / (k * μ)`. -/
theorem tendsto_mul_div (c d k : ℝ) (hk : 0 < k) :
    Tendsto (fun μ : ℝ => μ * (c / (d + k * μ))) atTop (𝓝 (c / k)) := by
  have h : Tendsto (fun μ : ℝ => c / (d * μ⁻¹ + k)) atTop (𝓝 (c / (d * 0 + k))) :=
    tendsto_const_nhds.div ((tendsto_inv_atTop_zero.const_mul d).add_const k)
      (by simpa using hk.ne')
  rw [mul_zero, zero_add] at h
  refine h.congr' ?_
  filter_upwards [eventually_gt_atTop (0 : ℝ)] with μ hμ
  have h2 : d + k * μ = μ * (d * μ⁻¹ + k) := by
    rw [mul_add, mul_left_comm, mul_inv_cancel₀ hμ.ne']
    ring
  rw [h2, ← mul_div_assoc, mul_div_mul_left _ _ hμ.ne']

/-- For disjoint `V` and `B`, `μ` times the spurious energy tends to minus the leakage
strength as the level shift `μ` grows. -/
theorem tendsto_mul_spurious {V B : Finset ι} (hVB : Disjoint V B)
    (g : ι → ι → ℝ) (e : ι → ℝ) (w : ℝ) :
    Tendsto (fun μ => μ * spurious V B g e w μ) atTop (𝓝 (-leakage V B g)) := by
  -- mixed pairs are shifted once
  have h1 : Tendsto (fun μ => μ * ∑ a ∈ V, ∑ b ∈ B,
      (g a b ^ 2 + g b a ^ 2) / (levelShift B e μ a + levelShift B e μ b - w)) atTop
      (𝓝 (∑ a ∈ V, ∑ b ∈ B, (g a b ^ 2 + g b a ^ 2))) := by
    simp only [Finset.mul_sum]
    refine tendsto_finsetSum _ fun a ha => tendsto_finsetSum _ fun b hb => ?_
    have ha' : a ∉ B := Finset.disjoint_left.mp hVB ha
    have h := tendsto_mul_div (g a b ^ 2 + g b a ^ 2) (e a + e b - w) 1 one_pos
    rw [div_one] at h
    refine h.congr fun μ => ?_
    simp only [levelShift, ha', hb, ↓reduceIte]
    congr 2
    ring
  -- pairs inside the environment are shifted twice
  have h2 : Tendsto (fun μ => μ * ∑ a ∈ B, ∑ b ∈ B,
      g a b ^ 2 / (levelShift B e μ a + levelShift B e μ b - w)) atTop
      (𝓝 (∑ a ∈ B, ∑ b ∈ B, g a b ^ 2 / 2)) := by
    simp only [Finset.mul_sum]
    refine tendsto_finsetSum _ fun a ha => tendsto_finsetSum _ fun b hb => ?_
    refine (tendsto_mul_div (g a b ^ 2) (e a + e b - w) 2 two_pos).congr fun μ => ?_
    simp only [levelShift, ha, hb, ↓reduceIte]
    congr 2
    ring
  unfold leakage spurious
  refine Tendsto.congr (fun μ => ?_) (h1.add h2).neg
  ring

/-- If `w` lies below every pair energy in `V`, then for all large shifts it lies below every
shifted pair energy in `V ∪ B`. -/
theorem eventually_gap {V B : Finset ι} {e : ι → ℝ} {w : ℝ}
    (hw : ∀ a ∈ V, ∀ b ∈ V, w < e a + e b) :
    ∀ᶠ μ in atTop, ∀ a ∈ V ∪ B, ∀ b ∈ V ∪ B,
      w < levelShift B e μ a + levelShift B e μ b := by
  refine (Filter.eventually_all_finset _).2 fun a ha =>
    (Filter.eventually_all_finset _).2 fun b hb => ?_
  filter_upwards [eventually_gt_atTop |w - e a - e b|] with μ hμ
  have h1 := le_abs_self (w - e a - e b)
  have h2 := abs_nonneg (w - e a - e b)
  by_cases haB : a ∈ B <;> by_cases hbB : b ∈ B <;>
    simp only [levelShift, haB, hbB, ↓reduceIte]
  · linarith
  · linarith
  · linarith
  · exact hw a ((Finset.mem_union.1 ha).resolve_right haB) b
      ((Finset.mem_union.1 hb).resolve_right hbB)

/-- Let `V` and `B` be disjoint and `w` below every pair energy in `V`. Then all denominators are
positive for large `μ`, and `μ` times the error of the level-shifted pair energy, relative to that
of `V` alone, tends to minus the leakage strength. -/
theorem level_shift_error {V B : Finset ι} (hVB : Disjoint V B)
    (g : ι → ι → ℝ) {e : ι → ℝ} {w : ℝ} (hw : ∀ a ∈ V, ∀ b ∈ V, w < e a + e b) :
    (∀ᶠ μ in atTop, ∀ a ∈ V ∪ B, ∀ b ∈ V ∪ B,
      0 < levelShift B e μ a + levelShift B e μ b - w) ∧
    Tendsto (fun μ => μ * (pairEnergy (V ∪ B) g (levelShift B e μ) w - pairEnergy V g e w))
      atTop (𝓝 (-leakage V B g)) := by
  constructor
  · filter_upwards [eventually_gap (B := B) hw] with μ h a ha b hb
    exact sub_pos.2 (h a ha b hb)
  · refine (tendsto_mul_spurious hVB g e w).congr fun μ => ?_
    rw [pairEnergy_split hVB, add_sub_cancel_left]

/-- For disjoint `V` and `B`, if some orbital of `V` has a nonzero coupling `g a b` to an orbital
of `B`, the spurious energy is strictly negative for all large shifts. -/
theorem eventually_spurious_neg {V B : Finset ι} (hVB : Disjoint V B)
    (g : ι → ι → ℝ) (e : ι → ℝ) (w : ℝ) {a b : ι} (ha : a ∈ V) (hb : b ∈ B)
    (hg : g a b ≠ 0) : ∀ᶠ μ in atTop, spurious V B g e w μ < 0 := by
  have h1 : 0 < ∑ a ∈ V, ∑ b ∈ B, (g a b ^ 2 + g b a ^ 2) :=
    Finset.sum_pos' (fun i _ => Finset.sum_nonneg fun j _ => by positivity)
      ⟨a, ha, Finset.sum_pos' (fun j _ => by positivity) ⟨b, hb, by positivity⟩⟩
  have h2 : 0 ≤ ∑ a ∈ B, ∑ b ∈ B, g a b ^ 2 / 2 :=
    Finset.sum_nonneg fun i _ => Finset.sum_nonneg fun j _ => by positivity
  have hL : 0 < leakage V B g := add_pos_of_pos_of_nonneg h1 h2
  -- the limit of μ times the spurious energy is negative
  have h := (tendsto_mul_spurious hVB g e w).eventually_lt_const (neg_lt_zero.2 hL)
  filter_upwards [h, eventually_gt_atTop (0 : ℝ)] with μ h3 h4
  by_contra hn
  exact absurd (mul_nonneg h4.le (not_lt.1 hn)) (not_le.2 h3)

/-- Two-point extrapolation: for disjoint `V` and `B`, twice the spurious energy at shift `2 * μ`
minus that at shift `μ` vanishes faster than `1 / μ`. -/
theorem extrapolation {V B : Finset ι} (hVB : Disjoint V B)
    (g : ι → ι → ℝ) (e : ι → ℝ) (w : ℝ) :
    Tendsto (fun μ => μ * (2 * spurious V B g e w (2 * μ) - spurious V B g e w μ))
      atTop (𝓝 0) := by
  have h := tendsto_mul_spurious hVB g e w
  have hd : Tendsto (fun μ : ℝ => 2 * μ) atTop atTop :=
    tendsto_id.const_mul_atTop two_pos
  have h3 := (h.comp hd).sub h
  rw [sub_self] at h3
  refine h3.congr fun μ => ?_
  change 2 * μ * spurious V B g e w (2 * μ) - μ * spurious V B g e w μ = _
  ring

end

end LevelShiftedEmbedding
```

```lean
#print axioms LevelShiftedEmbedding.level_shift_error
-- 'LevelShiftedEmbedding.level_shift_error' depends on axioms: [propext, Classical.choice, Quot.sound]
#print axioms LevelShiftedEmbedding.eventually_spurious_neg
-- 'LevelShiftedEmbedding.eventually_spurious_neg' depends on axioms: [propext, Classical.choice, Quot.sound]
#print axioms LevelShiftedEmbedding.extrapolation
-- 'LevelShiftedEmbedding.extrapolation' depends on axioms: [propext, Classical.choice, Quot.sound]
```

## How the lemmas fit together

`pairEnergy_split` is the exact splitting. Disjointness enters through `hV`, which says that orbitals of \(V\) keep their energies. Step `h0` uses it to remove the shift from the pairs within \(V\). Step `h1` exchanges the two sums with `Finset.sum_comm` and reorders the denominator, which brings the two orders of a mixed pair together. `Finset.sum_union`, which needs disjointness as well, then breaks each sum over \(V\cup B\) in two, and `ring` collects the parts. The identity holds at every \(\mu\), even where a denominator vanishes, because Lean's convention \(x/0=0\) acts on both sides alike.

`tendsto_mul_div` is the limit of one term. It first proves the limit of \(c/(d\mu^{-1}+k)\), where \(k>0\) keeps the limiting denominator away from zero. It then shows that this function agrees with \(\mu\,c/(d+k\mu)\) for all \(\mu>0\), which is enough for a limit at infinity.

`tendsto_mul_spurious` adds the terms. Its step `h1` treats the mixed pairs with \(k=1\), and `h2` the pairs within \(B\) with \(k=2\). In both, `tendsto_finsetSum` reduces the limit of a finite sum to the limits of its terms. This theorem does not assume anything about \(w\).

`eventually_gap` gives the positive denominators in the form \(w<\dots\). The lemma `Filter.eventually_all_finset` allows each pair to be treated separately, since finitely many conditions that each hold for large \(\mu\) also hold together for large \(\mu\). For a given pair there are four cases, according to which of its indices lie in \(B\). Three are settled by `linarith` from \(\mu>|w-e_a-e_b|\), and the fourth, with both indices in \(V\), is the hypothesis `hw`.

`level_shift_error` combines these results. Its first half rewrites `eventually_gap` as positivity of a difference. Its second half uses `pairEnergy_split` to identify the energy difference with the spurious part, whose limit is known.

`eventually_spurious_neg` first shows that \(L>0\): all summands are squares or half squares, and the one with the given coupling is strictly positive. The limit \(-L\) is then negative, so \(\mu S(\mu)<0\) for large \(\mu\). If \(S(\mu)\) were nonnegative at such a positive \(\mu\), the product would be nonnegative too, a contradiction.

`extrapolation` composes the limit with \(\mu\mapsto2\mu\), which also tends to infinity, and subtracts the original limit. The last two lines match the result to the bracket in the statement.
